# In the double well $(x^2-1)^2/2$, every finite-time $C^1$ path from $-1$ to $1$ has Euclidean action above $4/3$, and the kink $\tanh t$ has exactly $4/3$

Take the straight path $x(t)=t$ from $t=-1$ to $t=1$, with velocity $x'=1$. For a unit mass its Euclidean action is

$$\int_{-1}^{1}\frac{1+(t^2-1)^2}{2}\,dt=1+\frac{8}{15}=\frac{23}{15}.$$

The integrand can also be written as $(1-t^2)+\tfrac12\bigl(1-(1-t^2)\bigr)^2=(1-t^2)+\tfrac12t^4$, and the two terms integrate to $\tfrac43$ and $\tfrac15$. For any other path $x(t)$ from $-1$ to $1$ the first term becomes $(1-x^2)\,x'$, which is a total derivative and again gives $\tfrac43$. Only the second term, the integral of a square, depends on the route.

## The model

In Lean 4 with Mathlib:

```lean
import Mathlib

open MeasureTheory Set Filter Topology

namespace DoubleWellInstanton

noncomputable section
```

A particle of unit mass moves in one dimension in the potential $(x^2-1)^2/2$, with minima at $\pm1$ and a barrier of height $\tfrac12$. In imaginary time the potential enters the Lagrangian with a plus sign. All quantities are dimensionless.

```lean
/-- Euclidean Lagrangian of a unit mass in the double well `(x² - 1)² / 2`, at position `x` and
velocity `v`. -/
def lagrangian (x v : ℝ) : ℝ := (v ^ 2 + (x ^ 2 - 1) ^ 2) / 2
```

The action on $[a,b]$ is the time integral of this Lagrangian. The velocity is `derivWithin x (Icc a b)`, the derivative taken inside the interval and hence one-sided at its ends, so the path's values outside $[a,b]$ play no part.

```lean
/-- Euclidean action of the path `x` between the times `a` and `b`, for `a < b`. -/
def action (x : ℝ → ℝ) (a b : ℝ) : ℝ :=
  ∫ t in a..b, lagrangian (x t) (derivWithin x (Icc a b) t)
```

The superpotential $W(x)=x-x^3/3$ is chosen so that $W'(x)=1-x^2$, which is $\sqrt{2V}$ between the wells, where $V$ is the potential. It gives $W(1)-W(-1)=\tfrac43$.

```lean
/-- The superpotential `W(x) = x - x³/3`. -/
def superpotential (x : ℝ) : ℝ := x - x ^ 3 / 3
```

The kink $\tanh t$ reaches the wells only at infinite time. Dividing it by $\tanh L$ makes it arrive at $t=\pm L$.

```lean
/-- The kink `tanh t` stretched by the factor `1 / tanh L`, for `L ≠ 0`. -/
def stretchedKink (L t : ℝ) : ℝ := Real.tanh t / Real.tanh L
```

The competing paths are continuously differentiable on some interval with $a<b$ and have $x(a)=-1$ and $x(b)=1$. The duration is free, and the set below collects their actions.

```lean
/-- The actions of all continuously differentiable paths that lead from the well at `-1` to the
well at `1` in a finite time. -/
def tunnellingActions : Set ℝ :=
  {S | ∃ (x : ℝ → ℝ) (a b : ℝ), a < b ∧ ContDiffOn ℝ 1 x (Icc a b) ∧
    x a = -1 ∧ x b = 1 ∧ action x a b = S}
```

## Completing the square

Termwise differentiation gives the slope of $W$.

```lean
/-- The superpotential has slope `1 - y²`. -/
theorem hasDerivAt_superpotential (y : ℝ) : HasDerivAt superpotential (1 - y ^ 2) y := by
  have h3 : HasDerivAt (fun z : ℝ => z ^ 3) (3 * y ^ 2) y := by
    simpa using hasDerivAt_pow 3 y
  exact ((hasDerivAt_id' y).fun_sub (h3.div_const 3)).congr_deriv (by ring)
```

For position $x$ and velocity $x'$,

$$\frac{x'^2+(x^2-1)^2}{2}=(1-x^2)\,x'+\frac{\bigl(x'-(1-x^2)\bigr)^2}{2}.$$

The cross term is $\frac{d}{dt}W(x(t))$, so integration gives

$$S=W(x(b))-W(x(a))+\int_a^b\frac{\bigl(x'-(1-x^2)\bigr)^2}{2}\,dt,$$

where $S$ is the action. In the proof, `hF` is the fundamental theorem of calculus for the cross term, and the final `ring` checks the algebraic identity. Continuity of $x$ and $x'$ makes both integrands integrable.

```lean
/-- Bogomolny's completion of the square: the action of a continuously differentiable path is the
difference of the superpotential at its ends plus the integral of a square. -/
theorem bogomolny_identity {x : ℝ → ℝ} {a b : ℝ} (hab : a < b)
    (hx : ContDiffOn ℝ 1 x (Icc a b)) :
    action x a b = superpotential (x b) - superpotential (x a) +
      ∫ t in a..b, (derivWithin x (Icc a b) t - (1 - x t ^ 2)) ^ 2 / 2 := by
  have hc := hx.continuousOn
  have hv : ContinuousOn (derivWithin x (Icc a b)) (Icc a b) :=
    hx.continuousOn_derivWithin (uniqueDiffOn_Icc hab) (by simp)
  have hi1 : IntervalIntegrable (fun t => (1 - x t ^ 2) * derivWithin x (Icc a b) t)
      volume a b :=
    ContinuousOn.intervalIntegrable_of_Icc hab.le
      ((continuousOn_const.sub (hc.pow 2)).mul hv)
  have hi2 : IntervalIntegrable
      (fun t => (derivWithin x (Icc a b) t - (1 - x t ^ 2)) ^ 2 / 2) volume a b :=
    ContinuousOn.intervalIntegrable_of_Icc hab.le
      (((hv.sub (continuousOn_const.sub (hc.pow 2))).pow 2).div_const 2)
  -- the cross term is a total time derivative
  have hF : ∫ t in a..b, (1 - x t ^ 2) * derivWithin x (Icc a b) t =
      superpotential (x b) - superpotential (x a) := by
    refine intervalIntegral.integral_eq_sub_of_hasDerivAt_of_le
      (f := fun t => superpotential (x t)) hab.le ?_ ?_ hi1
    · exact (hc.sub ((hc.pow 3).div_const 3))
    · intro t ht
      have h := ((hx.differentiableOn (by simp) t
        (Ioo_subset_Icc_self ht)).hasDerivWithinAt).hasDerivAt (Icc_mem_nhds ht.1 ht.2)
      exact (hasDerivAt_superpotential (x t)).comp t h
  rw [← hF, ← intervalIntegral.integral_add hi1 hi2]
  unfold action lagrangian
  congr 1
  funext t
  ring
```

## Why the bound is strict

Equality would require $x'=1-x^2$ throughout. Write the right side as $(1-x)(x+1)$. On the compact interval $|1-x|$ is bounded by some $K$, so $|(x+1)'|\le K|x+1|$, and Grönwall's inequality gives

$$|x(t)+1|\le|x(a)+1|\,e^{K(t-a)}=0.$$

A path that obeys the first-order equation and starts exactly at the bottom of the well at $-1$ therefore never leaves it.

```lean
/-- A path that obeys the first-order equation `x' = 1 - x²` and starts at the bottom of the well
at `-1` stays there. -/
theorem stays_in_well {x : ℝ → ℝ} {a b : ℝ}
    (hd : ∀ t ∈ Icc a b, HasDerivWithinAt x (1 - x t ^ 2) (Icc a b) t) (ha : x a = -1) :
    ∀ t ∈ Icc a b, x t = -1 := by
  have hc : ContinuousOn x (Icc a b) := fun t ht => (hd t ht).continuousWithinAt
  obtain ⟨K, hK⟩ := isCompact_Icc.exists_bound_of_continuousOn
    (continuousOn_const.sub hc : ContinuousOn (fun t => 1 - x t) (Icc a b))
  have hb : ∀ s ∈ Ico a b, ‖1 - x s ^ 2‖ ≤ K * ‖x s + 1‖ + 0 := by
    intro s hs
    rw [add_zero, show 1 - x s ^ 2 = (1 - x s) * (x s + 1) by ring, norm_mul]
    exact mul_le_mul_of_nonneg_right (hK s (Ico_subset_Icc_self hs)) (norm_nonneg _)
  intro t ht
  -- Grönwall's inequality for the distance from the well
  have h := norm_le_gronwallBound_of_norm_deriv_right_le (f := fun s => x s + 1)
    (f' := fun s => 1 - x s ^ 2) (δ := 0) (K := K) (ε := 0) (hc.add continuousOn_const)
    (fun s hs => ((hd s (Ico_subset_Icc_self hs)).mono_of_mem_nhdsWithin
      (Icc_mem_nhdsGE_of_mem hs)).add_const 1) (by simp [ha]) hb t ht
  rw [gronwallBound_ε0, zero_mul] at h
  have h0 : x t + 1 = 0 := norm_le_zero_iff.mp h
  linarith
```

A path that ends at $1$ must then violate the first-order equation somewhere. The square is continuous and non-negative, and it is positive at that point, so its integral is positive. The proof obtains this as `hpos`, by contradiction with `stays_in_well`, and adds $W(1)-W(-1)=\tfrac43$.

```lean
/-- The instanton bound: a continuously differentiable path that leads from `-1` to `1` in a
finite time has Euclidean action greater than `4/3`. -/
theorem instanton_bound {x : ℝ → ℝ} {a b : ℝ} (hab : a < b)
    (hx : ContDiffOn ℝ 1 x (Icc a b)) (ha : x a = -1) (hb : x b = 1) :
    4 / 3 < action x a b := by
  have hc := hx.continuousOn
  have hv : ContinuousOn (derivWithin x (Icc a b)) (Icc a b) :=
    hx.continuousOn_derivWithin (uniqueDiffOn_Icc hab) (by simp)
  have hpos : 0 < ∫ t in a..b, (derivWithin x (Icc a b) t - (1 - x t ^ 2)) ^ 2 / 2 := by
    refine intervalIntegral.integral_pos hab
      (((hv.sub (continuousOn_const.sub (hc.pow 2))).pow 2).div_const 2)
      (fun t _ => by positivity) ?_
    by_contra hno
    -- a vanishing square would force the first-order equation
    have hflow : ∀ t ∈ Icc a b, HasDerivWithinAt x (1 - x t ^ 2) (Icc a b) t := by
      intro t ht
      have h0 : (derivWithin x (Icc a b) t - (1 - x t ^ 2)) ^ 2 / 2 ≤ 0 :=
        not_lt.mp fun h => hno ⟨t, ht, h⟩
      have h1 : derivWithin x (Icc a b) t - (1 - x t ^ 2) = 0 :=
        (pow_eq_zero_iff two_ne_zero).mp (le_antisymm (by linarith) (sq_nonneg _))
      exact (hx.differentiableOn (by simp) t ht).hasDerivWithinAt.congr_deriv (by linarith)
    have := stays_in_well hflow ha b (right_mem_Icc.mpr hab.le)
    linarith
  have hW : superpotential 1 - superpotential (-1) = 4 / 3 := by norm_num [superpotential]
  rw [bogomolny_identity hab hx, ha, hb]
  linarith
```

## The kink over the whole time axis

From $\cosh^2t=1+\sinh^2t$ it follows that $\tanh^2t<1$.

```lean
/-- The kink stays strictly between the two wells. -/
theorem tanh_sq_lt_one (t : ℝ) : Real.tanh t ^ 2 < 1 := by
  rw [Real.tanh_eq_sinh_div_cosh, div_pow, div_lt_one (pow_pos (Real.cosh_pos t) 2)]
  linarith [Real.cosh_sq t]
```

The quotient rule gives $\tanh't=(\cosh^2t-\sinh^2t)/\cosh^2t=1-\tanh^2t$, so the kink obeys the first-order equation and its square term vanishes.

```lean
/-- The kink `tanh t` obeys the first-order equation `x' = 1 - x²`. -/
theorem kink_first_order (t : ℝ) : HasDerivAt Real.tanh (1 - Real.tanh t ^ 2) t := by
  have hc := (Real.cosh_pos t).ne'
  have h := (Real.hasDerivAt_sinh t).fun_div (Real.hasDerivAt_cosh t) hc
  refine (h.congr_of_eventuallyEq
    (Eventually.of_forall Real.tanh_eq_sinh_div_cosh)).congr_deriv ?_
  rw [Real.tanh_eq_sinh_div_cosh]
  field_simp
```

Its Lagrangian is therefore $(1-\tanh^2t)^2=\frac{d}{dt}W(\tanh t)$. Let $i$ be a real time, named as in the code, and $q=\tanh i$. The integral over $[-i,i]$ is

$$2\Bigl(q-\frac{q^3}{3}\Bigr)=\frac43-\frac23(1-q)^2(q+2)\le\frac43.$$

A non-negative integrand with bounded partial integrals is integrable, which is `hint`. The estimate $1-e^{-t}\le\tanh t\le1$ gives the limit $1$ at late times, and oddness gives $-1$ at early times. The action is then $W(1)-W(-1)=\tfrac43$. The theorem evaluates this one path; it does not compare the kink with other paths of infinite duration.

```lean
/-- Along the kink `tanh t` the Lagrangian is integrable over the whole time axis, and the action
is exactly `4/3`. -/
theorem kink_action :
    Integrable (fun t => lagrangian (Real.tanh t) (deriv Real.tanh t)) ∧
      ∫ t, lagrangian (Real.tanh t) (deriv Real.tanh t) = 4 / 3 := by
  have hL : (fun t => lagrangian (Real.tanh t) (deriv Real.tanh t)) =
      fun t => (1 - Real.tanh t ^ 2) * (1 - Real.tanh t ^ 2) := by
    funext t
    rw [(kink_first_order t).deriv, lagrangian]
    ring
  have hd : ∀ t, HasDerivAt (fun s => superpotential (Real.tanh s))
      ((1 - Real.tanh t ^ 2) * (1 - Real.tanh t ^ 2)) t := fun t =>
    (hasDerivAt_superpotential (Real.tanh t)).comp t (kink_first_order t)
  have hc : Continuous Real.tanh :=
    continuous_iff_continuousAt.mpr fun t => (kink_first_order t).continuousAt
  have hcont : Continuous fun t => (1 - Real.tanh t ^ 2) * (1 - Real.tanh t ^ 2) :=
    (continuous_const.sub (hc.pow 2)).mul (continuous_const.sub (hc.pow 2))
  -- the action over every window [-i, i] is at most 4/3
  have hint : Integrable fun t => (1 - Real.tanh t ^ 2) * (1 - Real.tanh t ^ 2) := by
    refine integrable_of_intervalIntegral_norm_bounded (l := (atTop : Filter ℝ))
      (a := fun i => -i) (b := fun i => i) (4 / 3) (fun i => hcont.integrableOn_Ioc)
      tendsto_neg_atTop_atBot tendsto_id (Eventually.of_forall fun i => ?_)
    have hn : ∀ t, ‖(1 - Real.tanh t ^ 2) * (1 - Real.tanh t ^ 2)‖ =
        (1 - Real.tanh t ^ 2) * (1 - Real.tanh t ^ 2) := fun t =>
      Real.norm_of_nonneg (mul_self_nonneg _)
    simp only [hn]
    rw [intervalIntegral.integral_eq_sub_of_hasDerivAt (fun t _ => hd t)
      (hcont.intervalIntegrable _ _), Real.tanh_neg]
    have h2 : 0 ≤ Real.tanh i + 2 := by nlinarith [tanh_sq_lt_one i]
    unfold superpotential
    nlinarith [mul_nonneg (sq_nonneg (1 - Real.tanh i)) h2]
  -- the kink ends in the wells
  have htop : Tendsto Real.tanh atTop (𝓝 1) := by
    have he : Tendsto (fun t : ℝ => 1 - Real.exp (-t)) atTop (𝓝 1) := by
      simpa using Real.tendsto_exp_neg_atTop_nhds_zero.const_sub 1
    refine tendsto_of_tendsto_of_tendsto_of_le_of_le he tendsto_const_nhds ?_ ?_
    · intro t
      change 1 - Real.exp (-t) ≤ Real.tanh t
      rw [Real.tanh_eq_sinh_div_cosh, le_div_iff₀ (Real.cosh_pos t)]
      nlinarith [Real.cosh_sub_sinh t, Real.one_le_cosh t, Real.exp_pos (-t)]
    · intro t
      change Real.tanh t ≤ 1
      nlinarith [tanh_sq_lt_one t]
  have hbot : Tendsto Real.tanh atBot (𝓝 (-1)) := by
    have h := (htop.comp tendsto_neg_atBot_atTop).neg
    refine h.congr fun t => ?_
    simp [Real.tanh_neg]
  have hW : Continuous superpotential :=
    continuous_iff_continuousAt.mpr fun y => (hasDerivAt_superpotential y).continuousAt
  rw [hL]
  refine ⟨hint, ?_⟩
  rw [integral_of_hasDerivAt_of_tendsto hd hint ((hW.tendsto (-1)).comp hbot)
    ((hW.tendsto 1).comp htop)]
  norm_num [superpotential]
```

## Finite-time paths close to the bound

Put $c=1/\tanh L$ and $y=\tanh t$ with $|t|\le L$. The stretched kink is $x=cy$, with $x'=c(1-y^2)$, and it misses the first-order equation by

$$x'-(1-x^2)=(c-1)(1+cy^2).$$

Since $c\ge1$ and $y^2<1$, this lies between $0$ and $c^2-1=1/\sinh^2L$. Half its square is at most $1/(2\sinh^4L)$, and the interval has length $2L$, so the action exceeds $\tfrac43$ by at most $L/\sinh^4L$. In the proof, `he` is the factorisation, `hcs` the value of $c^2-1$ and `hbound` the uniform estimate.

```lean
/-- For `L > 0` the stretched kink joins the two wells within the time interval `[-L, L]`, and its
action exceeds `4/3` by at most `L / sinh⁴ L`. -/
theorem stretchedKink_action {L : ℝ} (hL : 0 < L) :
    ContDiffOn ℝ 1 (stretchedKink L) (Icc (-L) L) ∧ stretchedKink L (-L) = -1 ∧
      stretchedKink L L = 1 ∧
      action (stretchedKink L) (-L) L ≤ 4 / 3 + L / Real.sinh L ^ 4 := by
  have hs : 0 < Real.sinh L := Real.sinh_pos_iff.mpr hL
  have hch := Real.cosh_pos L
  have hq : 0 < Real.tanh L := by
    rw [Real.tanh_eq_sinh_div_cosh]
    exact div_pos hs hch
  have hlt : -L < L := by linarith
  have hsm : ContDiffOn ℝ 1 (stretchedKink L) (Icc (-L) L) := by
    have h : ContDiff ℝ 1 fun t => Real.sinh t / Real.cosh t :=
      Real.contDiff_sinh.div Real.contDiff_cosh fun t => (Real.cosh_pos t).ne'
    simp only [← Real.tanh_eq_sinh_div_cosh] at h
    exact (h.div_const (Real.tanh L)).contDiffOn
  have h1 : stretchedKink L (-L) = -1 := by
    rw [stretchedKink, Real.tanh_neg, neg_div, div_self hq.ne']
  have h2 : stretchedKink L L = 1 := by rw [stretchedKink, div_self hq.ne']
  obtain ⟨c, hc⟩ : ∃ c, c = 1 / Real.tanh L := ⟨_, rfl⟩
  have hc1 : 1 ≤ c := by
    rw [hc]
    exact one_le_one_div hq (by nlinarith [tanh_sq_lt_one L])
  have hcs : c ^ 2 - 1 = 1 / Real.sinh L ^ 2 := by
    have := Real.cosh_sq L
    rw [hc, Real.tanh_eq_sinh_div_cosh]
    field_simp
    linarith
  -- the square in the Bogomolny identity is uniformly small
  have hbound : ∀ t ∈ Set.uIoc (-L) L,
      ‖(derivWithin (stretchedKink L) (Icc (-L) L) t - (1 - stretchedKink L t ^ 2)) ^ 2 / 2‖
        ≤ (1 / Real.sinh L ^ 2) ^ 2 / 2 := by
    intro t ht
    rw [Set.uIoc_of_le hlt.le] at ht
    have hd : HasDerivAt (stretchedKink L) ((1 - Real.tanh t ^ 2) / Real.tanh L) t :=
      (kink_first_order t).div_const _
    have he : (1 - Real.tanh t ^ 2) / Real.tanh L - (1 - (Real.tanh t / Real.tanh L) ^ 2) =
        (c - 1) * (1 + c * Real.tanh t ^ 2) := by
      rw [hc]
      ring
    rw [hd.hasDerivWithinAt.derivWithin (uniqueDiffOn_Icc hlt t (Ioc_subset_Icc_self ht)),
      stretchedKink, he, Real.norm_of_nonneg (by positivity), ← hcs]
    have hy : 1 + c * Real.tanh t ^ 2 ≤ 1 + c := by nlinarith [tanh_sq_lt_one t]
    have h0 : 0 ≤ (c - 1) * (1 + c * Real.tanh t ^ 2) :=
      mul_nonneg (by linarith) (by positivity)
    have hle : (c - 1) * (1 + c * Real.tanh t ^ 2) ≤ c ^ 2 - 1 := by
      linarith [mul_le_mul_of_nonneg_left hy (sub_nonneg.mpr hc1)]
    linarith [pow_le_pow_left₀ h0 hle 2]
  have hI := (le_abs_self _).trans (intervalIntegral.norm_integral_le_of_norm_le_const hbound)
  have hlen : (1 / Real.sinh L ^ 2) ^ 2 / 2 * |L - -L| = L / Real.sinh L ^ 4 := by
    rw [abs_of_pos (by linarith)]
    field_simp
    ring
  have hW : superpotential 1 - superpotential (-1) = 4 / 3 := by norm_num [superpotential]
  refine ⟨hsm, h1, h2, ?_⟩
  rw [bogomolny_identity hlt hsm, h1, h2]
  linarith
```

In a numerical path optimisation for this double well, with the ends fixed at $-1$ and $1$, the stretched kink is a convenient starting guess: at $L=3$ its excess action is already below $3\times10^{-4}$. The bound can also reveal time-step error, because a discretised action need not respect it: a value below $\tfrac43$ by more than rounding error cannot be the action of any continuously differentiable path between these ends, though a value above $\tfrac43$ may be inaccurate too. A single step of length $\tau$ from $-1$ to $1$, with the potential summed by the trapezoidal rule, gives $2/\tau$, which drops below $\tfrac43$ once $\tau>\tfrac32$.

## The infimum of the finite-time actions

Given $\varepsilon>0$, take $L=1+1/\varepsilon$. Then $L\ge1$, $\varepsilon L\ge1$ and $\sinh L\ge L$, so

$$\frac{L}{\sinh^4L}\le\frac{1}{L^3}\le\frac1L\le\varepsilon.$$

Any lower bound $m$ of the actions thus satisfies $m\le\tfrac43+\varepsilon$ for every $\varepsilon>0$, hence $m\le\tfrac43$. By the strict inequality, no finite-time path attains this infimum.

For a single particle in this one-dimensional double well, $\tfrac43$ is the number in the exponential factor $e^{-4/(3\hbar)}$ of the semiclassical splitting between the two lowest levels, with $\hbar$ in the model's units. That factor and its prefactor belong to the semiclassical theory, whereas the theorems here concern the Euclidean action alone.

```lean
/-- The greatest lower bound of the actions of all continuously differentiable paths that lead from
the well at `-1` to the well at `1` in a finite time is `4/3`. -/
theorem isGLB_tunnellingActions : IsGLB tunnellingActions (4 / 3) := by
  constructor
  · rintro S ⟨x, a, b, hab, hx, ha, hb, rfl⟩
    exact (instanton_bound hab hx ha hb).le
  · intro m hm
    refine le_of_forall_pos_le_add fun ε hε => ?_
    -- a long enough time interval brings the excess below ε
    obtain ⟨L, hLdef⟩ : ∃ L, L = 1 + 1 / ε := ⟨_, rfl⟩
    have hinv : 0 < 1 / ε := by positivity
    have hL1 : 1 ≤ L := by linarith
    have hεL : 1 ≤ ε * L := by
      have : ε * L = ε + 1 := by
        rw [hLdef]
        field_simp
      linarith
    have hL : 0 < L := by linarith
    obtain ⟨hsm, h1, h2, hS⟩ := stretchedKink_action hL
    have hmS := hm ⟨stretchedKink L, -L, L, by linarith, hsm, h1, h2, rfl⟩
    have h24 : L ^ 2 ≤ L ^ 4 := pow_le_pow_right₀ hL1 (by norm_num)
    have h4 : L ^ 4 ≤ Real.sinh L ^ 4 :=
      pow_le_pow_left₀ hL.le (Real.self_le_sinh_iff.mpr hL.le) 4
    have hsmall : L / Real.sinh L ^ 4 ≤ ε := by
      rw [div_le_iff₀ (pow_pos (Real.sinh_pos_iff.mpr hL) 4)]
      nlinarith [mul_le_mul_of_nonneg_left (h24.trans h4) hε.le,
        mul_le_mul_of_nonneg_right hεL hL.le]
    linarith

end

end DoubleWellInstanton
```

```lean
#print axioms DoubleWellInstanton.kink_action
#print axioms DoubleWellInstanton.isGLB_tunnellingActions
```

```
'DoubleWellInstanton.kink_action' depends on axioms: [propext, Classical.choice, Quot.sound]
'DoubleWellInstanton.isGLB_tunnellingActions' depends on axioms: [propext, Classical.choice, Quot.sound]
```
